# Egg-box effect in one dimension: an N-point grid average of a displaced trigonometric polynomial keeps only frequencies divisible by N

## Why does a lone atom feel the grid?

When I push a single atom through an otherwise empty periodic cell, the energy from my real-space grid rises and falls, and the atom is pulled towards certain positions relative to the grid points. Physically, every position in the cell is equivalent. The ripple repeats with the grid spacing, so I suspect the sums that replace the integrals, but I can't tell which part of the integrand to blame. Does every sharp feature contribute a little, or only particular Fourier components? And can the ripple vanish exactly on a finite grid, or does it only get smaller?

## Only frequencies that the grid mistakes for zero contribute

Only particular components contribute, and the ripple can vanish exactly. This holds for an integrand that moves rigidly with the atom and has finitely many Fourier components, in one dimension.

Take a cell of length one and write the integrand as

f(x) = Σ_n c_n exp(2πi n x),

where n runs over the integers and only finitely many coefficients c_n are nonzero. Moving the atom by t turns f(x) into f(x − t). The integral over the cell is c_0 for every t, because each wave with n ≠ 0 integrates to zero. A grid of N ≥ 1 points gives instead

E(t) = (1/N) Σ_j f(j/N − t), j = 0, …, N − 1.

Insert the Fourier sum and exchange the two finite sums:

E(t) = Σ_n c_n exp(−2πi n t) · (1/N) Σ_j exp(2πi n j/N).

The last factor is the average of the powers of ω = exp(2πi n/N). If N divides n, then ω = 1 and the average is 1. Otherwise ω ≠ 1 but ω^N = 1, so the geometric sum (ω^N − 1)/(ω − 1) is zero. Only n = mN survives, with m an integer:

E(t) = Σ_m c_(mN) exp(−2πi m N t).

The term m = 0 is the correct integral; the others are the egg-box ripple. Replacing t by t + 1/N multiplies each term by exp(−2πi m) = 1, so E has period 1/N, the grid spacing.

If c_(mN) = 0 for all m ≠ 0, then E is constant. For the converse, suppose E has the constant value A. Put d_n = c_n if N divides n and d_n = 0 otherwise. With t = −x,

Σ_n d_n exp(2πi n x) = A for all x.

Choose a frequency k ≠ 0 that is present, and a second grid with M points, where M exceeds |k| and every |n − k| for the frequencies n present. Multiply by exp(−2πi k x) and average over this grid. On the left only n = k survives, which leaves d_k. On the right stands A times the average of a wave whose frequency −k is not divisible by M, which is zero. Hence d_k = 0.

The size of the ripple follows from the triangle inequality, since each exponential has modulus one:

|E(t) − c_0| ≤ Σ_(m≠0) |c_(mN)|.

If no frequency exceeds K in magnitude and K < N, the right side is empty and E(t) = c_0 exactly. The condition K ≤ N would not be enough: the single wave f(x) = exp(2πi N x) has mean zero, yet E(t) = exp(−2πi N t).

In a density-functional calculation on a real-space grid, one energy term is a density multiplied by a local potential and summed over the grid points. Suppose that both factors move rigidly with the atom and have finitely many frequencies. Frequencies add in a product. On 8 points, a density with frequencies up to 5 and a potential with frequencies up to 4 give a product that reaches 9 and can contain the harmful components ±8. If the potential is filtered down to frequencies up to 2, the product stops at 7 and this term has no ripple. The filter can change the integral itself, however, because the removed components of the potential contribute to it wherever the density has components of opposite frequency. If the force is computed as minus the derivative of E, its ripple follows from the formula: the derivative multiplies the component mN by a factor of magnitude 2π|m|N, so of two components with equal amplitude in the energy, the one of higher frequency disturbs the force more.

### What the Lean statements say

The coefficients are `c : ℤ →₀ ℂ`, a complex function on the integers with finite support. They may be complex without restriction; a real integrand is the special case in which c_(−n) is the conjugate of c_n. `wave n x` fixes the sign convention exp(+2πi n x), `trigPoly c` is f, and `gridAverage c N t` is E(t), written literally as a sum over displaced samples. The letter E stands for an energy only when f is an energy density.

- `eggbox_formula` states the formula for E(t) as a `HasSum`: the series over all integers m converges to the grid average.
- `gridAverage_periodic` gives the period a for any real a with N a = 1. It does not say that this is the smallest period.
- `eggbox_free_iff` says that E takes equal values at all pairs of displacements exactly when c_(mN) = 0 for every m ≠ 0.
- `eggbox_error_le` bounds the distance from `c 0`, and `gridAverage_of_bandlimited` gives exactness for K < N.
- `gridAverage_single` is the single-wave example above.

No integral appears in the code; that `c 0` is the mean of f over the cell is the elementary integration done above. A real calculation departs from the hypotheses in several ways. It is three-dimensional, and its densities and potentials generally have infinitely many Fourier components unless they are filtered, and filtering is itself an approximation. The displacement is not rigid either: a self-consistent density readjusts to the grid as the atom moves, so its coefficients change with t.

```lean
import Mathlib

open scoped Real

namespace EggBox

noncomputable section

/-- The plane wave `exp(2πi n x)` of integer frequency `n` in a cell of length one. -/
def wave (n : ℤ) (x : ℝ) : ℂ := Complex.exp (2 * π * Complex.I * n * x)

/-- The trigonometric polynomial with finitely many nonzero Fourier coefficients `c n`. -/
def trigPoly (c : ℤ →₀ ℂ) (x : ℝ) : ℂ := ∑ n ∈ c.support, c n * wave n x

/-- The average over the `N` grid points `j/N` of the function displaced by `t`,
for `N` different from zero. -/
def gridAverage (c : ℤ →₀ ℂ) (N : ℕ) (t : ℝ) : ℂ :=
  (1 / N : ℂ) * ∑ j ∈ Finset.range N, trigPoly c (j / N - t)

lemma wave_add (n : ℤ) (x y : ℝ) : wave n (x + y) = wave n x * wave n y := by
  unfold wave
  rw [← Complex.exp_add]
  congr 1
  push_cast
  ring

lemma wave_index_add (m n : ℤ) (x : ℝ) : wave (m + n) x = wave m x * wave n x := by
  unfold wave
  rw [← Complex.exp_add]
  congr 1
  push_cast
  ring

lemma norm_wave (n : ℤ) (x : ℝ) : ‖wave n x‖ = 1 := by
  have h : 2 * π * Complex.I * n * x = ((2 * π * n * x : ℝ) : ℂ) * Complex.I := by
    push_cast
    ring
  rw [wave, h, Complex.norm_exp_ofReal_mul_I]

/-- A plane wave equals one exactly where its phase `n x` is a whole number of turns. -/
lemma wave_eq_one_iff (n : ℤ) (x : ℝ) : wave n x = 1 ↔ ∃ k : ℤ, (n : ℝ) * x = k := by
  rw [wave, Complex.exp_eq_one_iff]
  constructor
  · rintro ⟨k, h⟩
    have h' : (n : ℂ) * x = k :=
      mul_left_cancel₀ Complex.two_pi_I_ne_zero (by linear_combination h)
    exact ⟨k, Complex.ofReal_injective (by push_cast; exact h')⟩
  · rintro ⟨k, h⟩
    have h' : (((n : ℝ) * x : ℝ) : ℂ) = ((k : ℝ) : ℂ) := by rw [h]
    push_cast at h'
    exact ⟨k, by linear_combination 2 * π * Complex.I * h'⟩

lemma eq_zero_of_dvd_small {M : ℕ} {z : ℤ} (hz : z.natAbs < M) (hd : (M : ℤ) ∣ z) : z = 0 :=
  Int.natAbs_eq_zero.mp (Nat.eq_zero_of_dvd_of_lt (Int.natCast_dvd.mp hd) hz)

/-- On a grid of `N ≠ 0` points a plane wave averages to one if `N` divides its frequency,
and to zero otherwise. -/
theorem grid_orthogonality {N : ℕ} (hN : N ≠ 0) (n : ℤ) :
    (1 / N : ℂ) * ∑ j ∈ Finset.range N, wave n (j / N) = if (N : ℤ) ∣ n then 1 else 0 := by
  have hR : (N : ℝ) ≠ 0 := by exact_mod_cast hN
  have hC : (N : ℂ) ≠ 0 := by exact_mod_cast hN
  by_cases hd : (N : ℤ) ∣ n
  · rw [if_pos hd]
    obtain ⟨k, rfl⟩ := hd
    have h1 : ∀ j ∈ Finset.range N, wave (N * k) (j / N) = 1 := fun j _ =>
      (wave_eq_one_iff _ _).mpr ⟨k * j, by push_cast; field_simp⟩
    rw [Finset.sum_congr rfl h1]
    simp [hC]
  · -- the samples form a geometric series whose ratio is a nontrivial root of unity
    have hpow : ∀ j : ℕ, wave n (j / N) = wave n (1 / N) ^ j := by
      intro j
      unfold wave
      rw [← Complex.exp_nat_mul]
      congr 1
      push_cast
      ring
    have hne : wave n (1 / N) ≠ 1 := by
      intro h
      obtain ⟨k, hk⟩ := (wave_eq_one_iff _ _).mp h
      have h2 : (n : ℝ) = N * k := by
        rw [← hk]
        field_simp
      exact hd ⟨k, by exact_mod_cast h2⟩
    have hroot : wave n (1 / N) ^ N = 1 := by
      rw [← hpow N]
      exact (wave_eq_one_iff _ _).mpr ⟨n, by field_simp⟩
    rw [if_neg hd, Finset.sum_congr rfl (fun j _ => hpow j), geom_sum_eq hne, hroot]
    simp

/-- For `N ≠ 0` the grid average keeps exactly the Fourier components whose frequency is a
multiple of `N`. -/
theorem gridAverage_eq_sum {N : ℕ} (hN : N ≠ 0) (c : ℤ →₀ ℂ) (t : ℝ) :
    gridAverage c N t =
      ∑ n ∈ c.support, if (N : ℤ) ∣ n then c n * wave n (-t) else 0 := by
  unfold gridAverage trigPoly
  simp_rw [sub_eq_add_neg, wave_add]
  rw [Finset.sum_comm, Finset.mul_sum]
  refine Finset.sum_congr rfl fun n _ => ?_
  have h : ∑ j ∈ Finset.range N, c n * (wave n (j / N) * wave n (-t)) =
      c n * wave n (-t) * ∑ j ∈ Finset.range N, wave n (j / N) := by
    rw [Finset.mul_sum]
    exact Finset.sum_congr rfl fun j _ => by ring
  rw [h, mul_left_comm, grid_orthogonality hN n]
  split_ifs <;> simp

/-- Egg-box formula: for `N ≠ 0` the grid average at displacement `t` is the sum over all
integers `m` of `c (m N) exp(-2πi m N t)`. -/
theorem eggbox_formula {N : ℕ} (hN : N ≠ 0) (c : ℤ →₀ ℂ) (t : ℝ) :
    HasSum (fun m : ℤ => c (m * N) * Complex.exp (-(2 * π * Complex.I * m * N * t)))
      (gridAverage c N t) := by
  have hZ : (N : ℤ) ≠ 0 := by exact_mod_cast hN
  have hinj : Function.Injective (fun m : ℤ => m * (N : ℤ)) :=
    fun a b h => mul_right_cancel₀ hZ h
  have h0 : ∀ n ∉ Set.range (fun m : ℤ => m * (N : ℤ)),
      (if (N : ℤ) ∣ n then c n * wave n (-t) else 0) = 0 := by
    intro n hn
    refine if_neg ?_
    rintro ⟨k, hk⟩
    exact hn ⟨k, by rw [hk]; exact mul_comm _ _⟩
  have h : HasSum (fun n : ℤ => if (N : ℤ) ∣ n then c n * wave n (-t) else 0)
      (gridAverage c N t) := by
    rw [gridAverage_eq_sum hN]
    exact hasSum_sum_of_ne_finset_zero
      (fun n hn => by simp [Finsupp.notMem_support_iff.mp hn])
  -- reindex the surviving frequencies as n = m N
  convert (hinj.hasSum_iff h0).mpr h using 1
  funext m
  have e : wave (m * N) (-t) = Complex.exp (-(2 * π * Complex.I * m * N * t)) := by
    unfold wave
    congr 1
    push_cast
    ring
  show _ = if (N : ℤ) ∣ m * N then c (m * N) * wave (m * N) (-t) else 0
  rw [if_pos (dvd_mul_left _ _), e]

/-- The grid average is periodic in the displacement with the grid spacing `a`, where
`N a = 1`. -/
theorem gridAverage_periodic {N : ℕ} {a : ℝ} (h : (N : ℝ) * a = 1) (c : ℤ →₀ ℂ) :
    Function.Periodic (gridAverage c N) a := by
  have hN : N ≠ 0 := by
    rintro rfl
    simp at h
  intro t
  rw [gridAverage_eq_sum hN, gridAverage_eq_sum hN]
  refine Finset.sum_congr rfl fun n _ => ?_
  split_ifs with hd
  · obtain ⟨k, rfl⟩ := hd
    have h1 : wave (N * k) (-a) = 1 :=
      (wave_eq_one_iff _ _).mpr ⟨-k, by push_cast; linear_combination -(k : ℝ) * h⟩
    rw [neg_add, wave_add, h1, mul_one]
  · rfl

/-- If a finite sum of plane waves is constant in space, every coefficient of nonzero
frequency vanishes. -/
theorem coeff_eq_zero_of_const {S : Finset ℤ} {d : ℤ → ℂ} {A : ℂ}
    (h : ∀ x : ℝ, ∑ n ∈ S, d n * wave n x = A) {k : ℤ} (hk : k ∈ S) (k0 : k ≠ 0) :
    d k = 0 := by
  -- an auxiliary grid that separates `k` from zero and from the other frequencies in `S`
  obtain ⟨M, hMk, hMS⟩ : ∃ M : ℕ, k.natAbs < M ∧ ∀ n ∈ S, (n - k).natAbs < M := by
    refine ⟨k.natAbs + ∑ m ∈ S, (m - k).natAbs + 1, by omega, fun n hn => ?_⟩
    have h1 : (n - k).natAbs ≤ ∑ m ∈ S, (m - k).natAbs :=
      Finset.single_le_sum (f := fun m : ℤ => (m - k).natAbs) (fun _ _ => Nat.zero_le _) hn
    omega
  have hM : M ≠ 0 := by omega
  have h1 : (1 / M : ℂ) * ∑ j ∈ Finset.range M,
      (∑ n ∈ S, d n * wave n (j / M)) * wave (-k) (j / M) =
      ∑ n ∈ S, d n * (if (M : ℤ) ∣ n - k then 1 else 0) := by
    simp_rw [Finset.sum_mul]
    rw [Finset.sum_comm, Finset.mul_sum]
    refine Finset.sum_congr rfl fun n _ => ?_
    have h2 : ∑ j ∈ Finset.range M, d n * wave n (j / M) * wave (-k) (j / M) =
        d n * ∑ j ∈ Finset.range M, wave (n - k) (j / M) := by
      rw [Finset.mul_sum]
      refine Finset.sum_congr rfl fun j _ => ?_
      rw [sub_eq_add_neg, wave_index_add, mul_assoc]
    rw [h2, ← grid_orthogonality hM (n - k), mul_left_comm]
  have hk' : ¬ (M : ℤ) ∣ -k := fun hd =>
    k0 (eq_zero_of_dvd_small hMk ((dvd_neg).mp hd))
  simp_rw [h] at h1
  rw [← Finset.mul_sum, mul_left_comm, grid_orthogonality hM (-k), if_neg hk',
    mul_zero] at h1
  have h3 : ∑ n ∈ S, d n * (if (M : ℤ) ∣ n - k then 1 else 0) = d k := by
    rw [Finset.sum_eq_single k]
    · simp
    · intro n hn hne
      rw [if_neg (fun hd => hne (sub_eq_zero.mp (eq_zero_of_dvd_small (hMS n hn) hd))),
        mul_zero]
    · exact fun hn => absurd hk hn
  exact h3.symm.trans h1.symm

/-- For `N ≠ 0` the grid average does not depend on the displacement if and only if
`c (m N) = 0` for every nonzero integer `m`. -/
theorem eggbox_free_iff {N : ℕ} (hN : N ≠ 0) (c : ℤ →₀ ℂ) :
    (∀ s t : ℝ, gridAverage c N s = gridAverage c N t) ↔
      ∀ m : ℤ, m ≠ 0 → c (m * N) = 0 := by
  have hZ : (N : ℤ) ≠ 0 := by exact_mod_cast hN
  constructor
  · intro h m hm
    by_contra hc
    have hconst : ∀ x : ℝ, ∑ n ∈ c.support, (if (N : ℤ) ∣ n then c n else 0) * wave n x =
        gridAverage c N 0 := by
      intro x
      rw [h 0 (-x), gridAverage_eq_sum hN]
      refine Finset.sum_congr rfl fun n _ => ?_
      split_ifs <;> simp
    have h1 := coeff_eq_zero_of_const (d := fun n => if (N : ℤ) ∣ n then c n else 0)
      hconst (Finsupp.mem_support_iff.mpr hc) (mul_ne_zero hm hZ)
    exact hc (by simpa using h1)
  · intro h s t
    rw [gridAverage_eq_sum hN, gridAverage_eq_sum hN]
    refine Finset.sum_congr rfl fun n _ => ?_
    split_ifs with hd
    · obtain ⟨k, rfl⟩ := hd
      by_cases hk : k = 0
      · simp [hk, wave]
      · rw [mul_comm (N : ℤ) k, h k hk, zero_mul, zero_mul]
    · rfl

/-- For `N ≠ 0` the grid average differs from the mean value `c 0` by at most the sum of
`‖c n‖` over the nonzero multiples `n` of `N`. -/
theorem eggbox_error_le {N : ℕ} (hN : N ≠ 0) (c : ℤ →₀ ℂ) (t : ℝ) :
    ‖gridAverage c N t - c 0‖ ≤
      ∑ n ∈ c.support.filter (fun n => (N : ℤ) ∣ n ∧ n ≠ 0), ‖c n‖ := by
  have h0 : c 0 = ∑ n ∈ c.support, if n = 0 then c n else 0 := by
    rw [Finset.sum_ite_eq']
    split_ifs with h
    · rfl
    · exact Finsupp.notMem_support_iff.mp h
  rw [gridAverage_eq_sum hN, h0, ← Finset.sum_sub_distrib, Finset.sum_filter]
  refine (norm_sum_le _ _).trans (Finset.sum_le_sum fun n _ => ?_)
  by_cases hn : n = 0
  · subst hn
    simp [wave]
  · by_cases hd : (N : ℤ) ∣ n <;> simp [hn, hd, norm_wave]

/-- If all frequencies present are at most `K` in magnitude and the grid has `N > K` points,
the grid average equals the mean value `c 0` at every displacement. -/
theorem gridAverage_of_bandlimited {K N : ℕ} (hKN : K < N) (c : ℤ →₀ ℂ)
    (hc : ∀ n : ℤ, K < n.natAbs → c n = 0) (t : ℝ) : gridAverage c N t = c 0 := by
  have hN : N ≠ 0 := by omega
  refine sub_eq_zero.mp (norm_le_zero_iff.mp
    ((eggbox_error_le hN c t).trans_eq (Finset.sum_eq_zero fun n hn => ?_)))
  obtain ⟨_, hd, h0⟩ := Finset.mem_filter.mp hn
  have hlt : K < n.natAbs := by
    by_contra hle
    exact h0 (eq_zero_of_dvd_small (by omega) hd)
  rw [hc n hlt, norm_zero]

/-- On a grid of `N ≠ 0` points the single plane wave of frequency `N` has the grid average
`exp(-2πi N t)`. -/
theorem gridAverage_single {N : ℕ} (hN : N ≠ 0) (t : ℝ) :
    gridAverage (Finsupp.single (N : ℤ) 1) N t =
      Complex.exp (-(2 * π * Complex.I * N * t)) := by
  rw [gridAverage_eq_sum hN, Finsupp.support_single _ one_ne_zero,
    Finset.sum_singleton, if_pos (dvd_refl _), Finsupp.single_eq_same, one_mul]
  unfold wave
  congr 1
  push_cast
  ring

end

end EggBox
```

```lean
#print axioms EggBox.gridAverage_periodic
#print axioms EggBox.eggbox_free_iff
#print axioms EggBox.gridAverage_of_bandlimited
#print axioms EggBox.gridAverage_single
```

```
'EggBox.gridAverage_periodic' depends on axioms: [propext, Classical.choice, Quot.sound]
'EggBox.eggbox_free_iff' depends on axioms: [propext, Classical.choice, Quot.sound]
'EggBox.gridAverage_of_bandlimited' depends on axioms: [propext, Classical.choice, Quot.sound]
'EggBox.gridAverage_single' depends on axioms: [propext, Classical.choice, Quot.sound]
```

### From the geometric sum to the constancy criterion

`wave_add` and `wave_index_add` are the addition rules of the exponential, in position and in frequency. `wave_eq_one_iff` says that a wave equals 1 exactly when n x is an integer. `grid_orthogonality` uses it three times: to show that all samples are 1 when N divides n, and otherwise to show that ω ≠ 1 and ω^N = 1. Then `geom_sum_eq` evaluates the geometric sum.

`gridAverage_eq_sum` splits off the factor that depends on t, exchanges the sums with `Finset.sum_comm` and applies orthogonality. The result is a sum over the frequencies present, with those not divisible by N set to zero. The later theorems about E start from this form or from its consequences. `eggbox_formula` relabels n = mN, which is allowed because m ↦ mN is injective and all terms outside its range vanish. `gridAverage_periodic` checks that a shift by a leaves each surviving wave unchanged.

The converse in the constancy criterion rests on `coeff_eq_zero_of_const`. Its auxiliary grid has M = |k| + Σ_n |n − k| + 1 points, with n running over the given finite set of frequencies, which is large enough for both requirements on M. The lemma `eq_zero_of_dvd_small` supplies the divisibility argument: a multiple of M smaller than M in magnitude is zero. The theorem `eggbox_free_iff` applies this to the coefficients d_n, after evaluating E at −x to turn exp(−2πi n t) into an ordinary wave.

For the error bound, `c 0` is written as a sum over the same frequencies, so that the difference can be taken term by term; `norm_sum_le` and `norm_wave` then give the estimate. In the band-limited case every term of the bound is zero, because a nonzero multiple of N is larger than K in magnitude.
